# Sequential Mean-Field Updates Never Raise the Product-State Free Energy of an Ising Model

## One spin in a field

Take a single Ising spin $s=\pm1$ in a field $b$ at temperature $T>0$, with $k_B=1$ and fields measured in energy units. If its magnetization is $x$, its two states have probabilities $(1\pm x)/2$, and its entropy and free energy are

$$S(x)=-\tfrac{1+x}{2}\ln\tfrac{1+x}{2}-\tfrac{1-x}{2}\ln\tfrac{1-x}{2},\qquad f_b(x)=-bx-T\,S(x).$$

Thermal equilibrium has magnetization $\tanh(b/T)$. To see how far any other $x$ lies above it, use the relative entropy

$$D(x,y)=\tfrac{1+x}{2}\ln\tfrac{1+x}{1+y}+\tfrac{1-x}{2}\ln\tfrac{1-x}{1-y}.$$

With $u=b/T$, the equilibrium probabilities are $(1\pm\tanh u)/2=e^{\pm u}/(2\cosh u)$, and their logarithms are $\pm u-\ln(2\cosh u)$. Therefore

$$D(x,\tanh u)=\ln(2\cosh u)-xu-S(x).$$

Multiplying by $T$ gives $T\,D(x,\tanh u)=f_b(x)+T\ln(2\cosh u)$. At $x=\tanh u$ the left side vanishes, so $f_b(\tanh u)=-T\ln(2\cosh u)$, and

$$f_b(x)-f_b(\tanh u)=T\,D(x,\tanh u).$$

Moving the spin to equilibrium lowers its free energy by $T$ times a relative entropy.

## Many spins, one moved at a time

For interacting spins treated as statistically independent, the free energy is

$$F(m)=-\tfrac12\,m\cdot Jm-b\cdot m-T\sum_i S(m_i).$$

Here $m$ and $b$ collect the magnetizations and external fields of the sites, the coupling matrix $J$ is real and symmetric with zero diagonal, and the factor $\tfrac12$ counts each pair once. Positive $J_{ij}$ is ferromagnetic. The zero diagonal says that no spin interacts with itself.

Replace $m_i$ by $y$, keep the other magnetizations, and call the result $m'$. With $\delta=y-m_i$,

$$m'\cdot Jm'=m\cdot Jm+2\delta\,(Jm)_i+\delta^2J_{ii}.$$

The last term is zero. Writing $h_i=b_i+\sum_jJ_{ij}m_j$ for the local field,

$$F(m)-F(m')=h_i(y-m_i)+T\,[S(y)-S(m_i)]=f_{h_i}(m_i)-f_{h_i}(y).$$

This is the one-spin problem in the field $h_i$, which does not depend on $m_i$. Choosing $y=\tanh(h_i/T)$ gives

$$F(m)-F(m')=T\,D\big(m_i,\tanh(h_i/T)\big).$$

## Why the drop is positive

For $r>0$ and $r\ne1$, $\ln r<r-1$. Setting $r=q/p$ with $p,q>0$ and $p\neq q$, and multiplying by $p$, gives

$$p\,(\ln p-\ln q)>p-q.$$

For $p=0$ this reads $0>-q$, which is also true. Apply it to both spin states. If $x\ne y$, both probabilities differ, and the right-hand sides add up to zero, so $D(x,y)>0$ whenever $|x|\le1$ and $|y|<1$. The condition on $y$ holds for every hyperbolic tangent. A fully polarised starting spin is included.

## Updating all spins at once

Couple two spins antiferromagnetically with strength $K$, so that $J_{12}=J_{21}=-K$, in a uniform external field $b_1=b_2=h>0$. Starting from zero magnetization, a parallel update sets both to $t=\tanh(h/T)$, and

$$F(t,t)-F(0,0)=t\,(Kt-2h)+2T\,[S(0)-S(t)].$$

The entropy bracket equals $D(t,0)>0$. If $Kt>2h$, the free energy rises: each spin responds to the field as though the other were still unpolarised.

## What the theorems say

`sequential_update_descends` takes a finite set of sites `n`, a real matrix with `J.IsSymm` and zero diagonal, arbitrary fields `b`, and `0 < T`. Only the treated site needs `|m i| ≤ 1`. The conclusion has two parts: the free energy does not increase, and it strictly decreases if `siteUpdate J b T m i i ≠ m i`. In that expression the first `i` names the site being updated and the second reads off its new magnetization.

`trajectory_antitone` starts with all magnetizations in $[-1,1]$ and follows an arbitrary schedule `s : ℕ → n`, in which sites may repeat or never appear. The free energy never increases with the number of steps. `parallel_update_can_ascend` is the two-spin example, with the sufficient condition `2 * h < K * Real.tanh (h / T)`.

Lean sets `Real.log 0 = 0`, which agrees with the convention $0\ln0=0$ used for polarised spins.

Suppose a simulation of a finite classical Ising model applies exactly this update, $m_i\to\tanh(h_i/T)$, one site at a time, with $b$, $T$ and a symmetric, zero-diagonal $J$ held fixed and all starting magnetizations in $[-1,1]$. An increase of $F$ beyond rounding error then signals a mistake. This does not carry over to over-relaxed updates or to runs in which $T$ is changed. Descent alone does not identify the final state as a global minimum, and $F$ remains the free energy of independent spins, without their correlations.

## The Lean file

```lean
import Mathlib

open Matrix

namespace MeanFieldDescent

noncomputable section

variable {n : Type*} [Fintype n] [DecidableEq n]

/-- Entropy of a single Ising spin with magnetization `x`, whose two states have
probabilities `(1 + x) / 2` and `(1 - x) / 2`. -/
def spinEntropy (x : ℝ) : ℝ :=
  -((1 + x) / 2 * Real.log ((1 + x) / 2) + (1 - x) / 2 * Real.log ((1 - x) / 2))

/-- Relative entropy of a spin with magnetization `x` with respect to a spin with
magnetization `y`. -/
def relEntropy (x y : ℝ) : ℝ :=
  (1 + x) / 2 * (Real.log ((1 + x) / 2) - Real.log ((1 + y) / 2))
    + (1 - x) / 2 * (Real.log ((1 - x) / 2) - Real.log ((1 - y) / 2))

/-- Product-state free energy for couplings `J` with zero diagonal: mean energy minus temperature
times entropy. -/
def freeEnergy (J : Matrix n n ℝ) (b : n → ℝ) (T : ℝ) (m : n → ℝ) : ℝ :=
  -(1 / 2) * (m ⬝ᵥ J *ᵥ m) - b ⬝ᵥ m - T * ∑ i, spinEntropy (m i)

/-- The field on spin `i`: external field plus the mean field `(J *ᵥ m) i`, which comes from the
other spins alone when the diagonal of `J` is zero. -/
def localField (J : Matrix n n ℝ) (b m : n → ℝ) (i : n) : ℝ :=
  b i + (J *ᵥ m) i

/-- Sequential mean-field update: only the magnetization of site `i` is replaced. -/
def siteUpdate (J : Matrix n n ℝ) (b : n → ℝ) (T : ℝ) (m : n → ℝ) (i : n) : n → ℝ :=
  Function.update m i (Real.tanh (localField J b m i / T))

/-- Parallel mean-field update: all magnetizations are replaced at once. -/
def parallelUpdate (J : Matrix n n ℝ) (b : n → ℝ) (T : ℝ) (m : n → ℝ) : n → ℝ :=
  fun i => Real.tanh (localField J b m i / T)

/-- The magnetizations after `k` sequential updates, where step `k` treats site `s k`. -/
def trajectory (J : Matrix n n ℝ) (b : n → ℝ) (T : ℝ) (s : ℕ → n) (m : n → ℝ) :
    ℕ → n → ℝ
  | 0 => m
  | k + 1 => siteUpdate J b T (trajectory J b T s m k) (s k)

lemma gibbs_term {p q : ℝ} (hp : 0 ≤ p) (hq : 0 < q) (hne : p ≠ q) :
    p - q < p * (Real.log p - Real.log q) := by
  rcases hp.eq_or_lt with h0 | hp
  · subst h0
    simpa using hq
  · have hr : q / p ≠ 1 := fun h => hne ((div_eq_one_iff_eq hp.ne').1 h).symm
    have h := mul_lt_mul_of_pos_left (Real.log_lt_sub_one_of_pos (div_pos hq hp) hr) hp
    rw [Real.log_div hq.ne' hp.ne'] at h
    have e : p * (q / p - 1) = q - p := by field_simp
    rw [e] at h
    linarith

/-- Gibbs' inequality for one spin: the relative entropy of a magnetization `x` in `[-1, 1]` with
respect to a different magnetization `y` strictly between `-1` and `1` is positive. -/
theorem relEntropy_pos {x y : ℝ} (hx : |x| ≤ 1) (hy : |y| < 1) (hne : x ≠ y) :
    0 < relEntropy x y := by
  obtain ⟨hx1, hx2⟩ := abs_le.1 hx
  obtain ⟨hy1, hy2⟩ := abs_lt.1 hy
  have h1 := gibbs_term (p := (1 + x) / 2) (q := (1 + y) / 2) (by linarith) (by linarith)
    (fun h => hne (by linarith))
  have h2 := gibbs_term (p := (1 - x) / 2) (q := (1 - y) / 2) (by linarith) (by linarith)
    (fun h => hne (by linarith))
  unfold relEntropy
  linarith

lemma half_one_add_tanh (u : ℝ) :
    (1 + Real.tanh u) / 2 = Real.exp u / (2 * Real.cosh u) := by
  have hc := (Real.cosh_pos u).ne'
  rw [Real.tanh_eq_sinh_div_cosh, ← Real.cosh_add_sinh]
  field_simp

lemma half_one_sub_tanh (u : ℝ) :
    (1 - Real.tanh u) / 2 = Real.exp (-u) / (2 * Real.cosh u) := by
  have h := half_one_add_tanh (-u)
  rwa [Real.tanh_neg, Real.cosh_neg, ← sub_eq_add_neg] at h

lemma abs_tanh_lt (u : ℝ) : |Real.tanh u| < 1 := by
  have hc := Real.cosh_pos u
  have h1 : 0 < (1 + Real.tanh u) / 2 := by rw [half_one_add_tanh]; positivity
  have h2 : 0 < (1 - Real.tanh u) / 2 := by rw [half_one_sub_tanh]; positivity
  exact abs_lt.2 ⟨by linarith, by linarith⟩

/-- Relative entropy with respect to a spin in thermal equilibrium at reduced field `u`. -/
theorem relEntropy_tanh (x u : ℝ) :
    relEntropy x (Real.tanh u) = Real.log (2 * Real.cosh u) - x * u - spinEntropy x := by
  have hc : 2 * Real.cosh u ≠ 0 := by have := Real.cosh_pos u; positivity
  unfold relEntropy spinEntropy
  rw [half_one_add_tanh u, half_one_sub_tanh u, Real.log_div (Real.exp_ne_zero _) hc,
    Real.log_div (Real.exp_ne_zero _) hc, Real.log_exp, Real.log_exp]
  ring

/-- Exact decrease of the free energy (old value minus new value) when the magnetization of site `i`
is set to `y`. -/
theorem freeEnergy_sub_update {J : Matrix n n ℝ} (hJ : J.IsSymm) (hd : ∀ i, J i i = 0)
    (b : n → ℝ) (T : ℝ) (m : n → ℝ) (i : n) (y : ℝ) :
    freeEnergy J b T m - freeEnergy J b T (Function.update m i y)
      = localField J b m i * (y - m i) + T * (spinEntropy y - spinEntropy (m i)) := by
  -- only the entropy of site `i` changes
  have hS : ∑ j, (spinEntropy (Function.update m i y j) - spinEntropy (m j))
      = spinEntropy y - spinEntropy (m i) := by
    rw [Finset.sum_eq_single i]
    · rw [Function.update_self]
    · intro j _ hj
      rw [Function.update_of_ne hj, sub_self]
    · intro h
      exact absurd (Finset.mem_univ i) h
  rw [Finset.sum_sub_distrib] at hS
  have hm : Function.update m i y = m + Pi.single i (y - m i) := by
    funext j
    by_cases h : j = i
    · subst h
      simp
    · simp [h]
  -- no self-interaction, and symmetric cross terms
  have h0 : (J *ᵥ Pi.single i (y - m i)) i = 0 := by
    change (fun j => J i j) ⬝ᵥ Pi.single i (y - m i) = 0
    rw [dotProduct_single, hd, zero_mul]
  have hx : m ⬝ᵥ J *ᵥ Pi.single i (y - m i) = (J *ᵥ m) i * (y - m i) := by
    rw [Matrix.dotProduct_mulVec, dotProduct_single, ← Matrix.mulVec_transpose, hJ.eq]
  have hq : Function.update m i y ⬝ᵥ J *ᵥ Function.update m i y
      = m ⬝ᵥ J *ᵥ m + 2 * ((J *ᵥ m) i * (y - m i)) := by
    rw [hm, Matrix.mulVec_add, add_dotProduct, dotProduct_add, dotProduct_add,
      single_dotProduct, single_dotProduct, h0, hx]
    ring
  have hb : b ⬝ᵥ Function.update m i y = b ⬝ᵥ m + b i * (y - m i) := by
    rw [hm, dotProduct_add, dotProduct_single]
  unfold freeEnergy localField
  rw [hq, hb]
  linear_combination T * hS

/-- The free energy released by a sequential update is the temperature times the relative
entropy of the old spin state with respect to the new one. -/
theorem freeEnergy_drop {J : Matrix n n ℝ} (hJ : J.IsSymm) (hd : ∀ i, J i i = 0)
    (b : n → ℝ) {T : ℝ} (hT : 0 < T) (m : n → ℝ) (i : n) :
    freeEnergy J b T m - freeEnergy J b T (siteUpdate J b T m i)
      = T * relEntropy (m i) (Real.tanh (localField J b m i / T)) := by
  have hF := freeEnergy_sub_update hJ hd b T m i (Real.tanh (localField J b m i / T))
  have hu : T * (localField J b m i / T) = localField J b m i := mul_div_cancel₀ _ hT.ne'
  unfold siteUpdate
  generalize localField J b m i / T = u at *
  have hself : Real.log (2 * Real.cosh u) - Real.tanh u * u - spinEntropy (Real.tanh u) = 0 := by
    rw [← relEntropy_tanh]
    simp [relEntropy]
  rw [relEntropy_tanh]
  linear_combination hF + (m i - Real.tanh u) * hu - T * hself

/-- A sequential mean-field update never raises the product-state free energy, and strictly
lowers it if the magnetization of the treated site changes. -/
theorem sequential_update_descends {J : Matrix n n ℝ} (hJ : J.IsSymm) (hd : ∀ i, J i i = 0)
    (b : n → ℝ) {T : ℝ} (hT : 0 < T) (m : n → ℝ) (i : n) (hm : |m i| ≤ 1) :
    freeEnergy J b T (siteUpdate J b T m i) ≤ freeEnergy J b T m ∧
      (siteUpdate J b T m i i ≠ m i →
        freeEnergy J b T (siteUpdate J b T m i) < freeEnergy J b T m) := by
  have hlt : siteUpdate J b T m i i ≠ m i →
      freeEnergy J b T (siteUpdate J b T m i) < freeEnergy J b T m := by
    intro h
    have hne : m i ≠ Real.tanh (localField J b m i / T) := by
      intro e
      apply h
      unfold siteUpdate
      rw [Function.update_self, ← e]
    have hpos := mul_pos hT (relEntropy_pos hm (abs_tanh_lt _) hne)
    rw [← freeEnergy_drop hJ hd b hT m i] at hpos
    linarith
  refine ⟨?_, hlt⟩
  by_cases h : siteUpdate J b T m i i = m i
  · -- an unchanged site leaves the whole state unchanged
    have e : siteUpdate J b T m i = m := by
      unfold siteUpdate at h ⊢
      rw [Function.update_self] at h
      rw [h, Function.update_eq_self]
    rw [e]
  · exact (hlt h).le

/-- Along any schedule of sequential updates the free energy never increases. -/
theorem trajectory_antitone {J : Matrix n n ℝ} (hJ : J.IsSymm) (hd : ∀ i, J i i = 0)
    (b : n → ℝ) {T : ℝ} (hT : 0 < T) (s : ℕ → n) (m : n → ℝ) (hm : ∀ i, |m i| ≤ 1) :
    Antitone fun k => freeEnergy J b T (trajectory J b T s m k) := by
  -- the magnetizations stay in the physical range
  have hbox : ∀ k i, |trajectory J b T s m k i| ≤ 1 := by
    intro k
    induction k with
    | zero => exact hm
    | succ k ih =>
      intro i
      change |siteUpdate J b T (trajectory J b T s m k) (s k) i| ≤ 1
      unfold siteUpdate
      by_cases h : i = s k
      · rw [h, Function.update_self]
        exact (abs_tanh_lt _).le
      · rw [Function.update_of_ne h]
        exact ih i
  exact antitone_nat_of_succ_le fun k =>
    (sequential_update_descends hJ hd b hT _ (s k) (hbox k (s k))).1

/-- Two spins with antiferromagnetic coupling `K` in a uniform field `h > 0`: if `K tanh (h / T) > 2
h`, a parallel update from zero magnetization raises the free energy. -/
theorem parallel_update_can_ascend {K h T : ℝ} (hT : 0 < T) (hh : 0 < h)
    (hK : 2 * h < K * Real.tanh (h / T)) :
    freeEnergy !![0, -K; -K, 0] ![h, h] T (fun _ => 0)
      < freeEnergy !![0, -K; -K, 0] ![h, h] T
          (parallelUpdate !![0, -K; -K, 0] ![h, h] T (fun _ => 0)) := by
  have hp : parallelUpdate !![0, -K; -K, 0] ![h, h] T (fun _ => 0)
      = fun _ => Real.tanh (h / T) := by
    funext i
    fin_cases i <;> simp [parallelUpdate, localField, Matrix.mulVec, dotProduct]
  have hF : ∀ t : ℝ, freeEnergy !![0, -K; -K, 0] ![h, h] T (fun _ => t)
      = K * t ^ 2 - 2 * h * t - 2 * T * spinEntropy t := by
    intro t
    simp only [freeEnergy, Matrix.mulVec, dotProduct, Fin.sum_univ_two, Matrix.of_apply,
      Matrix.cons_val_zero, Matrix.cons_val_one]
    ring
  have ht : 0 < Real.tanh (h / T) := by
    rw [Real.tanh_eq_sinh_div_cosh]
    exact div_pos (Real.sinh_pos_iff.2 (div_pos hh hT)) (Real.cosh_pos _)
  -- the unpolarised spin has the larger entropy
  have hS := relEntropy_pos (abs_tanh_lt (h / T)).le (by norm_num : |(0 : ℝ)| < 1) ht.ne'
  have e : relEntropy (Real.tanh (h / T)) 0
      = spinEntropy 0 - spinEntropy (Real.tanh (h / T)) := by
    simp only [relEntropy, spinEntropy, add_zero, sub_zero]
    ring
  rw [e] at hS
  rw [hp, hF, hF]
  have h1 := mul_pos hT hS
  have h2 := mul_pos ht (sub_pos.2 hK)
  nlinarith [h1, h2]

end

end MeanFieldDescent
```

```lean
#print axioms MeanFieldDescent.sequential_update_descends
-- 'MeanFieldDescent.sequential_update_descends' depends on axioms: [propext, Classical.choice, Quot.sound]
#print axioms MeanFieldDescent.trajectory_antitone
-- 'MeanFieldDescent.trajectory_antitone' depends on axioms: [propext, Classical.choice, Quot.sound]
#print axioms MeanFieldDescent.parallel_update_can_ascend
-- 'MeanFieldDescent.parallel_update_can_ascend' depends on axioms: [propext, Classical.choice, Quot.sound]
```

## How the proof follows the calculation

`gibbs_term` is the inequality for one state, with $p=0$ treated separately. `relEntropy_pos` applies it to both states and adds the results.

The lemmas `half_one_add_tanh` and `half_one_sub_tanh` give the equilibrium probabilities. `abs_tanh_lt` follows from their positivity, and `relEntropy_tanh` takes their logarithms.

`freeEnergy_sub_update` is the exact change under a single-site replacement. It writes the new state as `m + Pi.single i (y - m i)`. The step `h0` uses the zero diagonal to remove the quadratic term, `hx` uses symmetry to identify the two cross terms, and `hS` shows that only one entropy changes. `linear_combination` then assembles the result.

In `freeEnergy_drop`, the step `hself` expresses $D(\tanh u,\tanh u)=0$, which supplies the equilibrium free energy as in the one-spin calculation. The main theorem combines this identity with `relEntropy_pos` when the magnetization changes. When it does not, the whole state is unchanged and the two free energies are equal.

For trajectories, induction proves `hbox`: a treated site receives a hyperbolic tangent, while the others keep their values, so all magnetizations stay in range. `antitone_nat_of_succ_le` turns descent at each step into descent along the whole sequence.

In the parallel example, `hp` computes the updated state and `hF` evaluates the free energy at equal magnetizations. The final `nlinarith` combines the positive entropy loss `h1` with the positive term $t(Kt-2h)$ in `h2`.
